# The exclusion principle of order $p$ for one parafermi mode

Before a collective lowering operator can be stored as a matrix, one has to decide how many occupation states to keep. A boson mode has no largest occupation, so no finite matrix represents its lowering operator exactly. For one parafermi mode of finite order $p$, built as a sum of $p$ two-level components, the algebra itself fixes the cut-off. The same algebra describes $p$ two-level atoms coupled equally to one field mode.

The operators live in a complex algebra $A$ with an adjoint $*$, written `star` in Lean.

```lean
import Mathlib

open scoped Kronecker

namespace ParafermiExclusion

variable {A : Type*} [Ring A] [StarRing A] {p : ℕ}
```

The components are $a_k$ with $k=0,\dots,p-1$. Each is a Fermi annihilator: it is empty or filled once. Different components commute, unlike the annihilators of different electron orbitals, so $k$ is not an orbital label.

```lean
/-- Green components of one mode: each `a k` is a Fermi annihilator, while different
components commute with each other and with each other's adjoints. -/
structure GreenComponents (a : Fin p → A) : Prop where
  sq : ∀ k, a k * a k = 0
  car : ∀ k, a k * star (a k) + star (a k) * a k = 1
  comm : ∀ k l, k ≠ l → a k * a l = a l * a k
  comm_star : ∀ k l, k ≠ l → a k * star (a l) = star (a l) * a k
```

The annihilator of the mode is $d=\sum_k a_k$.

```lean
/-- The annihilator `d`, the sum of its `p` components. -/
def paraAnnihilator (a : Fin p → A) : A := ∑ k, a k
```

The number operator is $N=\sum_k a_k^*a_k$, which for $p\ge 2$ differs from $d^*d$.

```lean
/-- The number operator, the sum of the occupations `a k* a k` of the components. -/
def number (a : Fin p → A) : A := ∑ k, star (a k) * a k
```

These relations are assumed. For a real system one must still show that its lowering operator is such a sum; for atoms this requires couplings of equal magnitude, whose phases can be absorbed into the $a_k$. Several parafermi modes together are not treated.

## (a) Adding one component to a power

Let $a^2=0$ and $ax=xa$. Show that

$$(a+x)^{n+1}=x^{n+1}+(n+1)\,a x^n .$$

**Solution.** The case $n=0$ is immediate. For the induction step, multiply on the right by $a+x$:

$$x^{n+1}a+x^{n+2}+(n+1)\,a x^n a+(n+1)\,a x^{n+1}.$$

Here $x^{n+1}a=ax^{n+1}$ and $ax^na=a^2x^n=0$, which are `h1` and `h2` in Lean. What remains is $x^{n+2}+(n+2)\,ax^{n+1}$; `module` collects the coefficients.

```lean
variable [Algebra ℂ A]

omit [StarRing A] in
/-- Adding a component `a` with `a² = 0` to an operator `x` that commutes with it leaves only
two terms of the binomial expansion. -/
theorem add_pow_of_sq_zero {a x : A} (ha : a * a = 0) (h : a * x = x * a) (n : ℕ) :
    (a + x) ^ (n + 1) = x ^ (n + 1) + ((n : ℂ) + 1) • (a * x ^ n) := by
  have hc : Commute a x := h
  induction n with
  | zero => simp [add_comm]
  | succ n ih =>
    have h1 : x ^ (n + 1) * a = a * x ^ (n + 1) := (hc.pow_right (n + 1)).eq.symm
    have h2 : a * x ^ n * a = 0 := by
      rw [mul_assoc, ← (hc.pow_right n).eq, ← mul_assoc, ha, zero_mul]
    have h3 : a * x ^ n * x = a * x ^ (n + 1) := by rw [mul_assoc, ← pow_succ]
    have h4 : x ^ (n + 1) * x = x ^ (n + 1 + 1) := (pow_succ _ _).symm
    rw [pow_succ (a + x) (n + 1), ih, add_mul, smul_mul_assoc, mul_add, mul_add,
      h1, h2, h3, h4]
    push_cast
    module
```

## (b) A power that vanishes

For a set $s$ of $|s|$ components let $D_s=\sum_{k\in s}a_k$. Show that

$$D_s^{|s|+1}=0 .$$

**Solution.** For the empty set, $D_s=0$. Now add a component $k\notin s$. It commutes with $D_s$ (`hc`), so (a) gives

$$(a_k+D_s)^{|s|+2}=D_s^{|s|+2}+(|s|+2)\,a_kD_s^{|s|+1}.$$

Both terms contain $D_s^{|s|+1}$, which is zero by the induction hypothesis `ih`.

```lean
/-- The sum of any set of Green components vanishes when raised to a power one larger than
the number of components in the set. -/
theorem partial_sum_pow_eq_zero {a : Fin p → A} (h : GreenComponents a) (s : Finset (Fin p)) :
    (∑ k ∈ s, a k) ^ (s.card + 1) = 0 := by
  induction s using Finset.induction_on with
  | empty => simp
  | insert k s hk ih =>
    have hc : a k * ∑ l ∈ s, a l = (∑ l ∈ s, a l) * a k := by
      rw [Finset.mul_sum, Finset.sum_mul]
      exact Finset.sum_congr rfl fun l hl => h.comm k l (fun e => hk (e ▸ hl))
    rw [Finset.sum_insert hk, Finset.card_insert_of_notMem hk, add_pow_of_sq_zero (h.sq k) hc,
      pow_succ _ (s.card + 1), ih, zero_mul, mul_zero, smul_zero, add_zero]
```

## (c) The power just below it

Let $1\neq0$ in $A$ (`Nontrivial A`). Show that

$$D_s^{|s|}\neq0 .$$

**Solution.** For the empty set the power is $1$. Add $k\notin s$ and write $X=D_s^{|s|}$, which is non-zero by induction. By (a) and (b),

$$(a_k+D_s)^{|s|+1}=(|s|+1)\,a_kX .$$

If this were zero, then $a_kX=0$. Since $a_k^*$ commutes with $X$ (from `hs`),

$$X=(a_ka_k^*+a_k^*a_k)X=a_kXa_k^*+a_k^*a_kX=0,$$

a contradiction. The last `rw` carries out this line.

```lean
/-- In a non-trivial algebra the sum of any set of Green components, raised to the number of
components in the set, is not zero. -/
theorem partial_sum_pow_ne_zero [Nontrivial A] {a : Fin p → A} (h : GreenComponents a)
    (s : Finset (Fin p)) : (∑ k ∈ s, a k) ^ s.card ≠ 0 := by
  induction s using Finset.induction_on with
  | empty => simp
  | insert k s hk ih =>
    have hc : a k * ∑ l ∈ s, a l = (∑ l ∈ s, a l) * a k := by
      rw [Finset.mul_sum, Finset.sum_mul]
      exact Finset.sum_congr rfl fun l hl => h.comm k l (fun e => hk (e ▸ hl))
    have hs : Commute (star (a k)) (∑ l ∈ s, a l) := by
      change star (a k) * ∑ l ∈ s, a l = (∑ l ∈ s, a l) * star (a k)
      rw [Finset.mul_sum, Finset.sum_mul]
      exact Finset.sum_congr rfl fun l hl => (h.comm_star l k (fun e => hk (e ▸ hl))).symm
    intro h0
    rw [Finset.sum_insert hk, Finset.card_insert_of_notMem hk, add_pow_of_sq_zero (h.sq k) hc,
      partial_sum_pow_eq_zero h s, zero_add] at h0
    have h1 : a k * (∑ l ∈ s, a l) ^ s.card = 0 :=
      (smul_eq_zero.mp h0).resolve_left (Nat.cast_add_one_ne_zero _)
    -- insert `1 = a a* + a* a` and move `a*` past the other components
    apply ih
    rw [← one_mul ((∑ l ∈ s, a l) ^ s.card), ← h.car k, add_mul, mul_assoc, mul_assoc, h1,
      (hs.pow_right s.card).eq, ← mul_assoc, h1, zero_mul, mul_zero, add_zero]
```

## (d) The largest occupation

Again with $1\ne0$, show that for every $n$

$$d^n=0\iff n>p,\qquad (d^*)^n=0\iff n>p .$$

**Solution.** Take $s$ to be the full set, so that $d^{p+1}=0$ and $d^p\neq0$. Every higher power vanishes with $d^{p+1}$. If $d^n=0$ for some $n\le p$, then $d^p=0$, which is false. The second statement follows from $(d^*)^n=(d^n)^*$.

The mode therefore holds at most $p$ quanta, and $p=1$ is the Pauli principle for one spin orbital.

```lean
/-- Exclusion principle of order `p`: in a non-trivial algebra the `n`-th power of the
annihilator vanishes exactly when `n` exceeds `p`, and so does that of the creator. -/
theorem exclusion_principle [Nontrivial A] {a : Fin p → A} (h : GreenComponents a) (n : ℕ) :
    (paraAnnihilator a ^ n = 0 ↔ p < n) ∧ (star (paraAnnihilator a) ^ n = 0 ↔ p < n) := by
  have h0 := partial_sum_pow_eq_zero h Finset.univ
  have h1 := partial_sum_pow_ne_zero h Finset.univ
  rw [Finset.card_univ, Fintype.card_fin] at h0 h1
  have key : paraAnnihilator a ^ n = 0 ↔ p < n :=
    ⟨fun hn => lt_of_not_ge fun hle => h1 (pow_eq_zero_of_le hle hn),
      fun hn => pow_eq_zero_of_le hn h0⟩
  exact ⟨key, by rw [← star_pow, star_eq_zero, key]⟩
```

## (e) Commutators of the ladder

Show that

$$dd^*=d^*d+p-2N,\qquad Nd^*=d^*N+d^* .$$

**Solution.** Only the $k$-th term of $d^*$ fails to commute with $a_k$, so

$$a_kd^*-d^*a_k=a_ka_k^*-a_k^*a_k=1-2a_k^*a_k .$$

This is `one`, and its sum over $k$ is the first relation. Next, $a_k^*$ commutes with $d^*$ and squares to zero, so

$$a_k^*a_kd^*=a_k^*(d^*a_k+1-2a_k^*a_k)=d^*a_k^*a_k+a_k^* .$$

This is `raise`, and its sum is the second relation.

Taking the adjoint of the second relation gives $[N,d]=-d$, and with $[d^*,d]=2N-p$ one finds Green's relation $[[d^*,d],d]=-2d$, a short consequence that the Lean code leaves unstated.

```lean
/-- The commutator of annihilator and creator is `p - 2N`, and the creator raises the number
operator `N` by one. -/
theorem ladder_relations {a : Fin p → A} (h : GreenComponents a) :
    paraAnnihilator a * star (paraAnnihilator a) = star (paraAnnihilator a) * paraAnnihilator a
      + (p : ℂ) • (1 : A) - (2 : ℂ) • number a ∧
    number a * star (paraAnnihilator a)
      = star (paraAnnihilator a) * number a + star (paraAnnihilator a) := by
  have hS : star (paraAnnihilator a) = ∑ k, star (a k) := star_sum _ _
  -- one component against the whole creator
  have one (k : Fin p) : a k * star (paraAnnihilator a)
      = star (paraAnnihilator a) * a k + 1 - (2 : ℂ) • (star (a k) * a k) := by
    have key : a k * star (paraAnnihilator a) - star (paraAnnihilator a) * a k
        = a k * star (a k) - star (a k) * a k := by
      rw [hS, Finset.mul_sum, Finset.sum_mul, ← Finset.sum_sub_distrib]
      exact Finset.sum_eq_single k
        (fun l _ hl => by rw [h.comm_star k l hl.symm, sub_self]) (by simp)
    linear_combination (norm := module) key + h.car k
  have raise (k : Fin p) : star (a k) * a k * star (paraAnnihilator a)
      = star (paraAnnihilator a) * (star (a k) * a k) + star (a k) := by
    have hc : a k * paraAnnihilator a = paraAnnihilator a * a k := by
      rw [paraAnnihilator, Finset.mul_sum, Finset.sum_mul]
      refine Finset.sum_congr rfl fun l _ => ?_
      rcases eq_or_ne k l with rfl | hl
      · rfl
      · exact h.comm k l hl
    have h2 : star (a k) * star (paraAnnihilator a)
        = star (paraAnnihilator a) * star (a k) := by
      rw [← star_mul, ← hc, star_mul]
    have h3 : star (a k) * (star (paraAnnihilator a) * a k)
        = star (paraAnnihilator a) * (star (a k) * a k) := by
      rw [← mul_assoc, h2, mul_assoc]
    have h4 : star (a k) * (star (a k) * a k) = 0 := by
      rw [← mul_assoc, ← star_mul, h.sq, star_zero, zero_mul]
    rw [mul_assoc, one k, mul_sub, mul_add, mul_one, mul_smul_comm, h3, h4, smul_zero, sub_zero]
  constructor
  · have e1 : paraAnnihilator a * star (paraAnnihilator a)
        = ∑ k, a k * star (paraAnnihilator a) := Finset.sum_mul _ _ _
    have e2 : star (paraAnnihilator a) * paraAnnihilator a
        = ∑ k, star (paraAnnihilator a) * a k := Finset.mul_sum _ _ _
    have e3 : ∑ _k : Fin p, (1 : A) = (p : ℂ) • (1 : A) := by
      rw [Finset.sum_const, Finset.card_univ, Fintype.card_fin, Nat.cast_smul_eq_nsmul]
    rw [e1, e2, Finset.sum_congr rfl (fun k _ => one k), Finset.sum_sub_distrib,
      Finset.sum_add_distrib, ← Finset.smul_sum, e3, number]
  · calc number a * star (paraAnnihilator a)
        = ∑ k, star (a k) * a k * star (paraAnnihilator a) := Finset.sum_mul _ _ _
      _ = ∑ k, (star (paraAnnihilator a) * (star (a k) * a k) + star (a k)) :=
          Finset.sum_congr rfl fun k _ => raise k
      _ = star (paraAnnihilator a) * number a + star (paraAnnihilator a) := by
          rw [Finset.sum_add_distrib, ← Finset.mul_sum, ← hS, number]
```

## (f) Moving $d$ through many creators

Let $d,S,N$ be any elements and $c$ a complex number with $dS=Sd+c-2N$ and $NS=SN+S$. Show that

$$dS^{n+1}=S^{n+1}d+(n+1)(c-n)S^n-2(n+1)S^nN .$$

**Solution.** The case $n=0$ is the first assumption. Multiply the formula on the right by $S$ and apply both assumptions (`e1`, `e2`):

$$\begin{aligned}dS^{n+2}={}&S^{n+2}d+cS^{n+1}-2S^{n+1}N+(n+1)(c-n)S^{n+1}\\&-2(n+1)(S^{n+1}N+S^{n+1}).\end{aligned}$$

The coefficient of $S^{n+1}$ is $c+(n+1)(c-n-2)=(n+2)(c-n-1)$, and that of $S^{n+1}N$ is $-2(n+2)$.

```lean
omit [StarRing A] in
/-- If `[d, S] = c - 2N` and `[N, S] = S`, then moving `d` to the right through `n + 1`
factors `S` produces the terms `(n+1)(c-n) Sⁿ` and `-2(n+1) Sⁿ N`. -/
theorem lower_through_pow {d S N : A} {c : ℂ} (h1 : d * S = S * d + c • (1 : A) - (2 : ℂ) • N)
    (h2 : N * S = S * N + S) (n : ℕ) :
    d * S ^ (n + 1) = S ^ (n + 1) * d + (((n : ℂ) + 1) * (c - n)) • S ^ n
      - (2 * ((n : ℂ) + 1)) • (S ^ n * N) := by
  induction n with
  | zero =>
    simp only [zero_add, pow_one, pow_zero, one_mul, Nat.cast_zero, sub_zero, mul_one]
    exact h1
  | succ n ih =>
    have e1 : S ^ (n + 1) * d * S = S ^ (n + 1 + 1) * d + c • S ^ (n + 1)
        - (2 : ℂ) • (S ^ (n + 1) * N) := by
      rw [mul_assoc, h1, mul_sub, mul_add, mul_smul_comm, mul_smul_comm, mul_one,
        ← mul_assoc, ← pow_succ]
    have e2 : S ^ n * N * S = S ^ (n + 1) * N + S ^ (n + 1) := by
      rw [mul_assoc, h2, mul_add, ← mul_assoc, ← pow_succ]
    have e3 : S ^ n * S = S ^ (n + 1) := (pow_succ _ _).symm
    rw [pow_succ S (n + 1), ← mul_assoc, ih, sub_mul, add_mul, smul_mul_assoc, smul_mul_assoc,
      e1, e2, e3, ← pow_succ]
    push_cast
    module
```

## (g) Removing one quantum

Let $A$ act on a complex vector space $V$, and let $a_kv=0$ for all $k$. Show that

$$d\,(d^*)^{n+1}v=(n+1)(p-n)\,(d^*)^nv .$$

**Solution.** Both $dv$ and $Nv$ vanish (`hd`, `hN`). Apply (f) with $S=d^*$ and $c=p$ to $v$; only the middle term survives.

These vectors are not normalised, and $V$ has no inner product in Lean. In a Hilbert space where $*$ is the adjoint and $v$ is a unit vector, the normalised states $|n\rangle=(d^*)^nv/\|(d^*)^nv\|$ with $0\le n\le p$ satisfy $d|n+1\rangle=\sqrt{(n+1)(p-n)}\,|n\rangle$ for $0\le n<p$. These are the matrix elements of a spin $p/2$. For $p\ge2$ these $p+1$ states span only part of the $2^p$-dimensional space of $p$ two-level atoms, and an operator that acts on a single atom can lead out of that part.

```lean
/-- If every component annihilates the vector `v`, then applying the annihilator `d` to the
unnormalised vector `(d*)ⁿ⁺¹ v` gives `(n+1)(p-n)` times `(d*)ⁿ v`. -/
theorem lower_occupied_state {V : Type*} [AddCommGroup V] [Module ℂ V] [Module A V]
    [IsScalarTower ℂ A V] {a : Fin p → A} (h : GreenComponents a) {v : V}
    (hv : ∀ k, a k • v = 0) (n : ℕ) :
    paraAnnihilator a • (star (paraAnnihilator a) ^ (n + 1) • v)
      = (((n : ℂ) + 1) * (p - n)) • (star (paraAnnihilator a) ^ n • v) := by
  have hd : paraAnnihilator a • v = 0 := by
    rw [paraAnnihilator, Finset.sum_smul]
    exact Finset.sum_eq_zero fun k _ => hv k
  have hN : number a • v = 0 := by
    rw [number, Finset.sum_smul]
    exact Finset.sum_eq_zero fun k _ => by rw [mul_smul, hv k, smul_zero]
  obtain ⟨h1, h2⟩ := ladder_relations h
  rw [← mul_smul, lower_through_pow h1 h2 n, sub_smul, add_smul,
    mul_smul (star (paraAnnihilator a) ^ (n + 1)) (paraAnnihilator a) v, hd, smul_zero,
    smul_assoc (((n : ℂ) + 1) * (p - n)) (star (paraAnnihilator a) ^ n) v,
    smul_assoc (2 * ((n : ℂ) + 1)) (star (paraAnnihilator a) ^ n * number a) v,
    mul_smul (star (paraAnnihilator a) ^ n) (number a) v, hN, smul_zero, smul_zero,
    zero_add, sub_zero]
```

## (h) A concrete pair of components

Let $|0\rangle$ and $|1\rangle$ now denote the lower and the upper level of a single two-level system, and let $\ell=|0\rangle\langle1|$ and $P=|0\rangle\langle0|$. Show that $a_0=\ell\otimes1$ and $a_1=1\otimes\ell$ are Green components, and that

$$a_k(P\otimes P)=0\quad(k=0,1),\qquad P\otimes P\neq0 .$$

**Solution.** For one system, $\ell^2=0$, $\ell\ell^*+\ell^*\ell=|0\rangle\langle0|+|1\rangle\langle1|=1$ and $\ell P=0$ (`s1`, `s2`, `s3`). The rule $(B\otimes C)(D\otimes E)=BD\otimes CE$ carries these over to the pair and makes operators on different factors commute. The first diagonal entry of $P\otimes P$ is $1$.

The matrices act by left multiplication, so $P\otimes P$ serves as the vacuum $v$ of (g), and the assumptions are met for $p=2$ with $v\ne0$.

```lean
/-- The lowering matrix of a two-level system. -/
def lowering : Matrix (Fin 2) (Fin 2) ℂ := !![0, 1; 0, 0]

/-- The projector onto the lower level of a two-level system. -/
def lowerProjector : Matrix (Fin 2) (Fin 2) ℂ := !![1, 0; 0, 0]

/-- Two lowering matrices, each acting on its own factor of a pair of two-level systems. -/
def twoComponents : Fin 2 → Matrix (Fin 2 × Fin 2) (Fin 2 × Fin 2) ℂ :=
  ![lowering ⊗ₖ 1, 1 ⊗ₖ lowering]

/-- The two lowering matrices are Green components, and under left multiplication both
annihilate the non-zero projector onto the state with both systems in the lower level. -/
theorem greenComponents_witness : GreenComponents twoComponents ∧
    (∀ k, twoComponents k * (lowerProjector ⊗ₖ lowerProjector) = 0) ∧
    lowerProjector ⊗ₖ lowerProjector ≠ 0 := by
  -- the relations of a single two-level system
  have s1 : lowering * lowering = 0 := by
    ext i j
    fin_cases i <;> fin_cases j <;> simp [lowering, Matrix.mul_apply, Fin.sum_univ_succ]
  have st : lowering.conjTranspose = !![0, 0; 1, 0] := by
    ext i j
    fin_cases i <;> fin_cases j <;> simp [lowering, Matrix.conjTranspose_apply]
  have s2 : lowering * lowering.conjTranspose + lowering.conjTranspose * lowering = 1 := by
    rw [st]
    ext i j
    fin_cases i <;> fin_cases j <;> simp [lowering]
  have s3 : lowering * lowerProjector = 0 := by
    ext i j
    fin_cases i <;> fin_cases j <;>
      simp [lowering, lowerProjector, Matrix.mul_apply, Fin.sum_univ_succ]
  -- the two components and their adjoints as Kronecker products
  have e0 : twoComponents 0 = lowering ⊗ₖ 1 := rfl
  have e1 : twoComponents 1 = 1 ⊗ₖ lowering := rfl
  have t0 : star (twoComponents 0) = lowering.conjTranspose ⊗ₖ 1 := by
    rw [e0, Matrix.star_eq_conjTranspose, Matrix.conjTranspose_kronecker,
      Matrix.conjTranspose_one]
  have t1 : star (twoComponents 1) = 1 ⊗ₖ lowering.conjTranspose := by
    rw [e1, Matrix.star_eq_conjTranspose, Matrix.conjTranspose_kronecker,
      Matrix.conjTranspose_one]
  have c : twoComponents 0 * twoComponents 1 = twoComponents 1 * twoComponents 0 := by
    rw [e0, e1, ← Matrix.mul_kronecker_mul, ← Matrix.mul_kronecker_mul]
    simp only [one_mul, mul_one]
  have c01 : twoComponents 0 * star (twoComponents 1)
      = star (twoComponents 1) * twoComponents 0 := by
    rw [t1, e0, ← Matrix.mul_kronecker_mul, ← Matrix.mul_kronecker_mul]
    simp only [one_mul, mul_one]
  have c10 : twoComponents 1 * star (twoComponents 0)
      = star (twoComponents 0) * twoComponents 1 := by
    rw [t0, e1, ← Matrix.mul_kronecker_mul, ← Matrix.mul_kronecker_mul]
    simp only [one_mul, mul_one]
  refine ⟨⟨?_, ?_, ?_, ?_⟩, ?_, ?_⟩
  · refine Fin.forall_fin_two.2 ⟨?_, ?_⟩
    · rw [e0, ← Matrix.mul_kronecker_mul, s1, Matrix.zero_kronecker]
    · rw [e1, ← Matrix.mul_kronecker_mul, s1, Matrix.kronecker_zero]
  · refine Fin.forall_fin_two.2 ⟨?_, ?_⟩
    · rw [t0, e0, ← Matrix.mul_kronecker_mul, ← Matrix.mul_kronecker_mul, one_mul,
        ← Matrix.add_kronecker, s2, Matrix.one_kronecker_one]
    · rw [t1, e1, ← Matrix.mul_kronecker_mul, ← Matrix.mul_kronecker_mul, one_mul,
        ← Matrix.kronecker_add, s2, Matrix.one_kronecker_one]
  · exact Fin.forall_fin_two.2 ⟨Fin.forall_fin_two.2 ⟨fun h => (h rfl).elim, fun _ => c⟩,
      Fin.forall_fin_two.2 ⟨fun _ => c.symm, fun h => (h rfl).elim⟩⟩
  · exact Fin.forall_fin_two.2 ⟨Fin.forall_fin_two.2 ⟨fun h => (h rfl).elim, fun _ => c01⟩,
      Fin.forall_fin_two.2 ⟨fun _ => c10, fun h => (h rfl).elim⟩⟩
  · refine Fin.forall_fin_two.2 ⟨?_, ?_⟩
    · rw [e0, ← Matrix.mul_kronecker_mul, s3, Matrix.zero_kronecker]
    · rw [e1, ← Matrix.mul_kronecker_mul, s3, Matrix.kronecker_zero]
  · intro h0
    have h1 := congrArg (fun M => M (0, 0) (0, 0)) h0
    simp [lowerProjector] at h1

end ParafermiExclusion
```

```lean
#print axioms ParafermiExclusion.exclusion_principle
#print axioms ParafermiExclusion.lower_occupied_state
```

```
'ParafermiExclusion.exclusion_principle' depends on axioms: [propext, Classical.choice, Quot.sound]
'ParafermiExclusion.lower_occupied_state' depends on axioms: [propext, Classical.choice, Quot.sound]
```
